# Bounds on the free-fermion number variance in a region from its mean particle number

## Does the mean number in a region fix its fluctuations?

Put one electron in the symmetric orbital of two sites, 0 and 1. Site 0 is then empty or full with equal chance, so its mean number is 1/2 and its variance is 1/4. On any single site, meaning one spin-orbital, the mean m settles the matter, because the variance is m(1 − m).

For a larger region I no longer see what the mean tells me. With two free electrons on four sites, a pair of sites can hold one electron on average and never fluctuate, or hold one on average and sometimes be found with none or two. How far does the mean restrict the variance, and what decides where a state lies in the allowed range?

## The mean gives a range, and the density matrix inside the region selects the value

Take a free-fermion state without pairing, that is, a state that obeys Wick's theorem and has ⟨c_i c_j⟩ = 0, such as a Slater determinant or a grand-canonical thermal state of free fermions. Let P be its one-body density matrix, P_ij = ⟨c_i† c_j⟩, where a "site" is one spin-orbital. Let B be a region of c sites, with

m = Σ_{i∈B} P_ii, h = c − m, S = Σ_{i,j∈B} |P_ij|².

Here m is the mean number of particles in B and h the mean number of holes. The Pauli principle says that every orbital has an occupation between 0 and 1, which is the matrix condition 0 ≤ P ≤ 1. The number variance V in B then satisfies

m(1 − m) ≤ V, h(1 − h) ≤ V, cV ≤ mh.

**From Wick's theorem to S.** For a free-fermion state without pairing, the density correlations add up to

V = Σ_{i,j∈B} P_ij (δ_ji − P_ji).

Since P is Hermitian, P_ij P_ji = |P_ij|², and therefore V = m − S. At fixed m, a larger S means smaller fluctuations. S contains the squared occupations P_ii² as well as the coherences, the entries with i ≠ j; at fixed site occupations, V falls as the sum of the squared coherences inside B grows.

**Upper bound on V.** Compare the block of B with a multiple of the identity:

Σ_{i,j∈B} |cP_ij − mδ_ij|² = c²S − 2cm·m + cm² = c(cS − m²).

The left side is nonnegative, so m² ≤ cS; for an empty region both sides vanish. Hence cV = cm − cS ≤ cm − m² = mh. For nonempty B, equality holds exactly when the block is m/c times the identity.

**Lower bounds on V.** Since P ≥ 0, each two-site minor is nonnegative:

P_ii P_jj − |P_ij|² ≥ 0.

Summing over i and j in B gives S ≤ m², so V ≥ m − m². Replacing P by 1 − P turns m into h and only swaps the two factors in each term of V. Since 1 − P ≥ 0 as well, the same argument gives V ≥ h(1 − h).

**Slater determinants.** Here P² = P, so P_ii = Σ_j |P_ij|² over all sites. Subtracting the part with j in B leaves

V = Σ_{i∈B, j∉B} |P_ij|².

Only coherences that cross the boundary of B contribute.

**Your four sites, in numbers.** Take B = {0, 1}, so c = 2, and m = h = 1. The bounds read 0 ≤ V ≤ 1/2.

- Fill the orbitals (|0⟩ + |1⟩)/√2 and (|2⟩ + |3⟩)/√2. All four entries of the block are 1/2, so S = 4 · 1/4 = 1 and V = 0.
- Fill (|0⟩ + |2⟩)/√2 and (|1⟩ + |3⟩)/√2 instead. The block is half the identity, so S = 2 · 1/4 = 1/2 and V = 1/2. The boundary sum agrees: |P_02|² + |P_13|² = 1/4 + 1/4.

Both ends of the range occur with the same mean.

For a single determinant in an orthonormal local basis, these inequalities limit how much the electron number on a group of basis functions can fluctuate in that determinant, given its mean population. If both spins are counted, each spatial basis function contributes two sites to c.

Here is the Lean 4 file with the statements and their proofs.

```lean
import Mathlib

open Matrix
open scoped ComplexOrder

namespace RegionExchangeBound

noncomputable section

variable {n : Type*} [DecidableEq n]

/-- Mean particle number in the region `B`: the sum of the site occupations `P i i`. -/
def meanNumber (P : Matrix n n ℂ) (B : Finset n) : ℝ :=
  ∑ i ∈ B, (P i i).re

/-- Exchange sum inside the region `B`: the sum of `|P i j|²` over pairs of sites of `B`. -/
def exchange (P : Matrix n n ℂ) (B : Finset n) : ℝ :=
  ∑ i ∈ B, ∑ j ∈ B, ‖P i j‖ ^ 2

/-- Number variance in `B` of a free-fermion state without pairing, with one-body density matrix
`P`, as given by Wick's theorem: the sum of the density correlations `P i j (δ j i - P j i)`. -/
def numberVariance (P : Matrix n n ℂ) (B : Finset n) : ℝ :=
  ∑ i ∈ B, ∑ j ∈ B, (P i j * (1 - P) j i).re

/-- A double sum over a region with a Kronecker delta reduces to a single sum. -/
theorem sum_delta (g : n → ℝ) (B : Finset n) :
    ∑ i ∈ B, ∑ j ∈ B, (if i = j then g i else 0) = ∑ i ∈ B, g i :=
  Finset.sum_congr rfl fun i hi => by
    simp only [Finset.sum_ite_eq, hi, if_true]

omit [DecidableEq n] in
/-- For a Hermitian density matrix the product `P i j * P j i` has real part `|P i j|²`. -/
theorem re_mul_swap {P : Matrix n n ℂ} (hP : P.IsHermitian) (i j : n) :
    (P i j * P j i).re = ‖P i j‖ ^ 2 := by
  have hc : P j i = star (P i j) := (hP.apply j i).symm
  rw [hc, ← Complex.normSq_eq_norm_sq]
  simp [Complex.normSq_apply]

/-- For a Hermitian density matrix the number variance in a region is the mean number minus
the exchange sum. -/
theorem numberVariance_eq {P : Matrix n n ℂ} (hP : P.IsHermitian) (B : Finset n) :
    numberVariance P B = meanNumber P B - exchange P B := by
  have key : ∀ i j, (P i j * (1 - P) j i).re
      = (if i = j then (P i i).re else 0) - ‖P i j‖ ^ 2 := by
    intro i j
    rw [Matrix.sub_apply, mul_sub, Complex.sub_re, re_mul_swap hP]
    by_cases h : i = j
    · subst h
      simp
    · simp [h, Matrix.one_apply_ne (Ne.symm h)]
  unfold numberVariance meanNumber exchange
  simp only [key, Finset.sum_sub_distrib]
  rw [sum_delta (fun i => (P i i).re) B]

/-- The squared distance, on the block of `B`, between `card B` times the density matrix and
the mean number times the identity, expressed by the exchange sum and the mean number. -/
theorem deviation_sum (P : Matrix n n ℂ) (B : Finset n) :
    ∑ i ∈ B, ∑ j ∈ B,
      ‖(B.card : ℂ) * P i j - (meanNumber P B : ℂ) * (1 : Matrix n n ℂ) i j‖ ^ 2
      = B.card * (B.card * exchange P B - meanNumber P B ^ 2) := by
  have key : ∀ i j,
      ‖(B.card : ℂ) * P i j - (meanNumber P B : ℂ) * (1 : Matrix n n ℂ) i j‖ ^ 2
      = (B.card : ℝ) ^ 2 * ‖P i j‖ ^ 2 + (if i = j then
          meanNumber P B ^ 2 - 2 * B.card * meanNumber P B * (P i i).re else 0) := by
    intro i j
    simp only [← Complex.normSq_eq_norm_sq]
    by_cases h : i = j
    · subst h
      simp only [Matrix.one_apply_eq, if_true, Complex.normSq_apply, Complex.sub_re,
        Complex.sub_im, Complex.mul_re, Complex.mul_im, Complex.ofReal_re, Complex.ofReal_im,
        Complex.natCast_re, Complex.natCast_im, Complex.one_re, Complex.one_im]
      ring
    · rw [Matrix.one_apply_ne h, if_neg h]
      simp only [Complex.normSq_apply, Complex.sub_re,
        Complex.sub_im, Complex.mul_re, Complex.mul_im, Complex.ofReal_re, Complex.ofReal_im,
        Complex.natCast_re, Complex.natCast_im, Complex.zero_re, Complex.zero_im]
      ring
  have hdiag : ∑ i ∈ B, (meanNumber P B ^ 2 - 2 * B.card * meanNumber P B * (P i i).re)
      = B.card * meanNumber P B ^ 2 - 2 * B.card * meanNumber P B * meanNumber P B := by
    rw [Finset.sum_sub_distrib, ← Finset.mul_sum, Finset.sum_const, nsmul_eq_mul]
    rfl
  simp only [key, Finset.sum_add_distrib, ← Finset.mul_sum]
  rw [sum_delta (fun i => meanNumber P B ^ 2 - 2 * B.card * meanNumber P B * (P i i).re) B,
    hdiag]
  unfold exchange
  ring

/-- The exchange sum times the number of sites is at least the squared mean number, with equality
exactly when the block of `B` is the mean filling per site times the identity. -/
theorem sq_meanNumber_le (P : Matrix n n ℂ) (B : Finset n) :
    meanNumber P B ^ 2 ≤ B.card * exchange P B ∧
    (B.card * exchange P B = meanNumber P B ^ 2 ↔ ∀ i ∈ B, ∀ j ∈ B,
      (B.card : ℂ) * P i j = (meanNumber P B : ℂ) * (1 : Matrix n n ℂ) i j) := by
  rcases B.eq_empty_or_nonempty with rfl | hB
  · simp [meanNumber, exchange]
  have hc : (0 : ℝ) < B.card := by exact_mod_cast hB.card_pos
  have hD := deviation_sum P B
  refine ⟨?_, ?_, ?_⟩
  · -- a sum of squares is nonnegative
    have h0 : 0 ≤ (B.card : ℝ) * (B.card * exchange P B - meanNumber P B ^ 2) := by
      rw [← hD]
      positivity
    exact sub_nonneg.mp ((mul_nonneg_iff_of_pos_left hc).mp h0)
  · -- a vanishing sum of squares has vanishing terms
    intro h i hi j hj
    rw [h, sub_self, mul_zero] at hD
    have h1 := (Finset.sum_eq_zero_iff_of_nonneg
      (fun i _ => Finset.sum_nonneg fun j _ => sq_nonneg _)).mp hD i hi
    have h2 := (Finset.sum_eq_zero_iff_of_nonneg (fun j _ => sq_nonneg _)).mp h1 j hj
    exact sub_eq_zero.mp (norm_eq_zero.mp ((pow_eq_zero_iff two_ne_zero).mp h2))
  · intro h
    have h0 := hD.symm.trans (Finset.sum_eq_zero fun i hi => Finset.sum_eq_zero fun j hj => by
      rw [h i hi j hj, sub_self, norm_zero]
      norm_num)
    exact sub_eq_zero.mp ((mul_eq_zero.mp h0).resolve_left hc.ne')

omit [DecidableEq n] in
/-- For a positive semidefinite density matrix the exchange sum in a region is at most the
square of the mean number. -/
theorem exchange_le_sq [Fintype n] {P : Matrix n n ℂ} (hP : P.PosSemidef) (B : Finset n) :
    exchange P B ≤ meanNumber P B ^ 2 := by
  have hsq : meanNumber P B ^ 2 = ∑ i ∈ B, ∑ j ∈ B, (P i i).re * (P j j).re := by
    rw [pow_two, meanNumber, Finset.sum_mul_sum]
  rw [hsq]
  refine Finset.sum_le_sum fun i _ => Finset.sum_le_sum fun j _ => ?_
  -- the minor of the two sites i and j is nonnegative
  have hd := (hP.submatrix ![i, j]).det_nonneg
  rw [Matrix.det_fin_two] at hd
  have hr : 0 ≤ (P i i * P j j - P i j * P j i).re := (Complex.le_def.mp hd).1
  have him : (P i i).im = 0 := Complex.conj_eq_iff_im.mp (hP.isHermitian.apply i i)
  rw [Complex.sub_re, re_mul_swap hP.isHermitian, Complex.mul_re, him] at hr
  linarith

/-- Particle-hole exchange `P → 1 - P` turns the mean number into the number of sites minus the
mean number, and leaves the number variance unchanged. -/
theorem particle_hole (P : Matrix n n ℂ) (B : Finset n) :
    meanNumber (1 - P) B = B.card - meanNumber P B ∧
    numberVariance (1 - P) B = numberVariance P B := by
  constructor
  · simp [meanNumber, Finset.sum_sub_distrib]
  · unfold numberVariance
    rw [Finset.sum_comm]
    refine Finset.sum_congr rfl fun i _ => Finset.sum_congr rfl fun j _ => ?_
    rw [sub_sub_cancel, mul_comm]

/-- Let `0 ≤ P ≤ 1`, with mean particle number `m` and mean hole number `h = card B - m` in `B`.
The number variance is at least `m (1 - m)` and at least `h (1 - h)`, and `card B` times the
variance is at most `m h`. -/
theorem numberVariance_bounds [Fintype n] {P : Matrix n n ℂ} (hP : P.PosSemidef)
    (hQ : (1 - P).PosSemidef) (B : Finset n) :
    meanNumber P B * (1 - meanNumber P B) ≤ numberVariance P B ∧
    (B.card - meanNumber P B) * (1 - (B.card - meanNumber P B)) ≤ numberVariance P B ∧
    B.card * numberVariance P B ≤ meanNumber P B * (B.card - meanNumber P B) := by
  have hV := numberVariance_eq hP.isHermitian B
  refine ⟨?_, ?_, ?_⟩
  · have h := exchange_le_sq hP B
    nlinarith
  · -- the particle bound, applied to the holes
    have h := exchange_le_sq hQ B
    have hW := numberVariance_eq hQ.isHermitian B
    rw [(particle_hole P B).2, (particle_hole P B).1] at hW
    rw [(particle_hole P B).1] at h
    nlinarith
  · have h := (sq_meanNumber_le P B).1
    rw [hV]
    nlinarith

/-- For a Slater determinant, whose density matrix is a Hermitian projector, the number variance
in `B` is the sum of `|P i j|²` over pairs with `i` inside and `j` outside `B`. -/
theorem numberVariance_slater [Fintype n] {P : Matrix n n ℂ} (hP : P.IsHermitian)
    (hI : P * P = P) (B : Finset n) :
    numberVariance P B = ∑ i ∈ B, ∑ j ∈ Bᶜ, ‖P i j‖ ^ 2 := by
  -- idempotency: each occupation is the full exchange sum of its row
  have hd : ∀ i, (P i i).re = ∑ j, ‖P i j‖ ^ 2 := by
    intro i
    calc (P i i).re = ((P * P) i i).re := by rw [hI]
      _ = ∑ j, ‖P i j‖ ^ 2 := by
        rw [Matrix.mul_apply, Complex.re_sum]
        exact Finset.sum_congr rfl fun j _ => re_mul_swap hP i j
  rw [numberVariance_eq hP]
  unfold meanNumber exchange
  rw [← Finset.sum_sub_distrib]
  refine Finset.sum_congr rfl fun i _ => ?_
  rw [hd i, ← Finset.sum_add_sum_compl B]
  ring

/-- Density matrix of one particle in the symmetric orbital on two sites. -/
def bonding : Matrix (Fin 2) (Fin 2) ℂ := !![1/2, 1/2; 1/2, 1/2]

/-- The two-site bonding state satisfies `0 ≤ P ≤ 1` and `P² = P`, and its number variance on
the first site is `1/4`. -/
theorem numberVariance_witness :
    bonding.PosSemidef ∧ (1 - bonding).PosSemidef ∧ bonding * bonding = bonding ∧
    numberVariance bonding {0} = 1 / 4 := by
  have hH : bonding.IsHermitian := by
    ext i j
    fin_cases i <;> fin_cases j <;> simp [bonding, Matrix.conjTranspose_apply]
  have hI : bonding * bonding = bonding := by
    ext i j
    fin_cases i <;> fin_cases j <;> norm_num [bonding, Matrix.mul_apply, Fin.sum_univ_two]
  have hJ : (1 - bonding) * (1 - bonding) = 1 - bonding := by
    linear_combination (norm := noncomm_ring) hI
  refine ⟨?_, ?_, hI, ?_⟩
  · have h := Matrix.posSemidef_conjTranspose_mul_self bonding
    rwa [hH.eq, hI] at h
  · have h := Matrix.posSemidef_conjTranspose_mul_self (1 - bonding)
    rwa [Matrix.conjTranspose_sub, Matrix.conjTranspose_one, hH.eq, hJ] at h
  · rw [numberVariance_eq hH]
    norm_num [meanNumber, exchange, bonding]

end

end RegionExchangeBound
```

```lean
#print axioms RegionExchangeBound.numberVariance_bounds
#print axioms RegionExchangeBound.numberVariance_slater
```

```
'RegionExchangeBound.numberVariance_bounds' depends on axioms: [propext, Classical.choice, Quot.sound]
'RegionExchangeBound.numberVariance_slater' depends on axioms: [propext, Classical.choice, Quot.sound]
```

**Reading the statements.** `P` is a complex matrix indexed by the sites `n`, and `B` is a finite set of sites. `meanNumber`, `exchange` and `numberVariance` are m, S and V. Despite its name, `exchange` is not an energy: it contains no Coulomb interaction. The condition 0 ≤ P ≤ 1 appears as `P.PosSemidef` and `(1 - P).PosSemidef`, and only the hole bound uses the second. The main theorem, `numberVariance_bounds`, takes a finite set of sites.

The step left to physics is Wick's theorem. `numberVariance` is defined by the Wick expression, with no Fock space behind it, so for an interacting state it is in general not the true variance. When m and h both exceed 1, the two lower bounds are negative and weaker than the plain fact that a variance is nonnegative.

**Reading the proofs.** `re_mul_swap` is the identity P_ij P_ji = |P_ij|², and `numberVariance_eq` uses it to obtain V = m − S, with `sum_delta` collapsing the Kronecker delta.

`deviation_sum` expands the squared distance, treating diagonal and off-diagonal entries separately. `sq_meanNumber_le` then gets the inequality from `positivity` and division by c > 0. For the equality case it uses that a vanishing sum of squares has vanishing terms.

In `exchange_le_sq`, `hP.submatrix ![i, j]` selects the two-site block, `det_nonneg` makes its determinant nonnegative, and `Matrix.det_fin_two` writes that determinant out. `particle_hole` supplies the replacement of P by 1 − P. `numberVariance_bounds` combines these results, leaving the remaining algebra to `nlinarith`.

`numberVariance_slater` writes each occupation as a full row sum and splits that sum into sites inside and outside B. Finally, `numberVariance_witness` treats your two-site orbital. It proves positivity by writing the projector P as P†P, does the same for 1 − P, and computes V = 1/4 on site 0.
